# The average sign of ideal fermions in finitely many levels is the ratio of the fermion to the boson partition function

A simulation of fermions can sample particle permutations with their bosonic weights and carry the fermionic sign in the estimator. Every fermionic expectation value is then a quotient with the average sign in the denominator. If that average is zero, the quotient has no meaning; if it is merely small, the statistical noise is amplified. A sampled average close to zero does not by itself show which case has occurred.

For non-interacting particles in a finite, non-empty set of levels with positive Boltzmann weights, the average sign can be computed exactly. It is the ratio of the fermion to the boson partition function, it lies between 0 and 1, and it is positive exactly when there are at least as many levels as particles.

## Levels, occupations and permutation weights

Let `ι` be the finite set of single-particle levels and \(N\) the number of identical particles. Level \(i\) has the real weight \(x_i\), physically \(x_i=e^{-\beta\varepsilon_i}\) with energy \(\varepsilon_i\) and inverse temperature \(\beta\). For spin-polarised electrons in a periodic box, the levels could be a finite set of plane waves.

In Lean 4 with Mathlib:

```lean
import Mathlib

open Finset

namespace IdealFermionSign

noncomputable section

variable {ι : Type*} [Fintype ι] [DecidableEq ι] {N : ℕ}
```

Ideal bosons may share levels. Their canonical partition function is therefore a sum over multisets \(s\) of \(N\) levels, with repeated levels counted repeatedly in the product:
\[
h_N=\sum_{s}\ \prod_{i\in s}x_i .
\]

```lean
/-- Canonical partition function of `N` ideal bosons: the sum over all multisets of `N` occupied
levels of the product of their Boltzmann weights. -/
def bosonZ (x : ι → ℝ) (N : ℕ) : ℝ := ∑ s : Sym ι N, (s.1.map x).prod
```

The type `Sym ι N` consists of the multisets of size \(N\), and `s.1` is the underlying multiset. For fermions, the sum runs only over sets of \(N\) distinct levels:
\[
e_N=\sum_{|s|=N}\ \prod_{i\in s}x_i .
\]

```lean
/-- Canonical partition function of `N` ideal fermions: the sum over all sets of `N` distinct
levels of the product of their Boltzmann weights. -/
def fermionZ (x : ι → ℝ) (N : ℕ) : ℝ := ∑ s ∈ powersetCard N (univ : Finset ι), ∏ i ∈ s, x i
```

Now label the particles. An assignment \(f\) puts particle \(i\) into level \(f(i)\) and gives a product state \(|f\rangle\). Let \(\rho\) be the unnormalised one-particle density operator, diagonal with entries \(x_i\), and let \(P_\sigma\) permute the particles, \(P_\sigma|f\rangle=|f\circ\sigma\rangle\). Since product states of different assignments are orthogonal, only the assignments fixed by \(\sigma\) contribute to the trace:
\[
W_\sigma=\mathrm{Tr}\,(P_\sigma\rho^{\otimes N})=\sum_{f:\,f\circ\sigma=f}\ \prod_i x_{f(i)} .
\]

```lean
/-- Weight of a particle permutation: the sum of the Boltzmann weights of all assignments of
levels to labelled particles that the permutation leaves unchanged. -/
def permWeight (x : ι → ℝ) (σ : Equiv.Perm (Fin N)) : ℝ :=
  ∑ f : Fin N → ι, if f ∘ ⇑σ = f then ∏ i, x (f i) else 0
```

The code takes the last expression as its definition, so the operator trace is the physical reading of `permWeight`. Particles are numbered by `Fin N`, that is, from 0 to \(N-1\). The average sign is the mean of \(\operatorname{sgn}\sigma\) under these weights:
\[
\langle\operatorname{sgn}\rangle=\frac{\sum_\sigma \operatorname{sgn}(\sigma)\,W_\sigma}{\sum_\sigma W_\sigma}.
\]

```lean
/-- Average of the permutation sign over the permutation weights: the signed sum of the weights
divided by their total. If the total is zero, Lean's division gives the value 0. -/
def averageSign (x : ι → ℝ) (N : ℕ) : ℝ :=
  (∑ σ : Equiv.Perm (Fin N), ((Equiv.Perm.sign σ : ℤ) : ℝ) * permWeight x σ) /
    ∑ σ : Equiv.Perm (Fin N), permWeight x σ
```

## Each occupation is counted \(N!\) times

Forgetting the labels turns an assignment \(f\) into its occupation, the multiset of the levels \(f(i)\).

```lean
/-- The multiset of levels occupied by labelled particles. -/
def occupation {ι : Type*} {N : ℕ} (f : Fin N → ι) : Sym ι N :=
  ⟨(univ : Finset (Fin N)).val.map f, by simp⟩
```

Every occupation arises in this way: list its \(N\) levels in some order and give the \(i\)-th entry to particle \(i\).

```lean
omit [Fintype ι] [DecidableEq ι] in
/-- Every occupation of the levels comes from an assignment of levels to labelled particles. -/
lemma occupation_surjective (s : Sym ι N) : ∃ f : Fin N → ι, occupation f = s := by
  obtain ⟨m, hm⟩ := s
  obtain ⟨l, rfl⟩ := Quot.exists_rep m
  have hl : l.length = N := hm
  subst hl
  refine ⟨l.get, Subtype.ext ?_⟩
  change (univ : Finset (Fin l.length)).val.map l.get = (l : Multiset ι)
  rw [Fin.univ_val_map, List.ofFn_get]
```

Two assignments \(f\) and \(g\) have the same occupation exactly when \(f=g\circ\tau\) for some permutation \(\tau\). If the occupations agree, each level \(a\) holds equally many particles under \(f\) and under \(g\). Match these particles level by level; together the matchings form \(\tau\). Conversely, a relabelling only reorders the list of levels.

```lean
omit [Fintype ι] in
/-- Two assignments have the same occupation exactly when they differ by a relabelling of the
particles. -/
lemma occupation_eq_iff (f g : Fin N → ι) :
    occupation f = occupation g ↔ ∃ τ : Equiv.Perm (Fin N), ∀ i, f i = g (τ i) := by
  constructor
  · intro h
    have hm : (univ : Finset (Fin N)).val.map f = (univ : Finset (Fin N)).val.map g :=
      congrArg (fun t : Sym ι N => t.1) h
    have hc : ∀ (k : Fin N → ι) (a : ι), Fintype.card {i // k i = a} =
        Multiset.count a ((univ : Finset (Fin N)).val.map k) := by
      intro k a
      rw [Fintype.card_subtype, Multiset.count_map]
      change Multiset.card (Multiset.filter (fun i => k i = a) univ.val) = _
      exact congrArg Multiset.card (Multiset.filter_congr fun i _ => eq_comm)
    -- match the particles level by level
    have he : ∀ a, Nonempty ({i // f i = a} ≃ {i // g i = a}) := fun a =>
      Fintype.card_eq.1 (by rw [hc, hc, hm])
    have e := fun a => Classical.choice (he a)
    exact ⟨(Equiv.sigmaFiberEquiv f).symm.trans
      ((Equiv.sigmaCongrRight e).trans (Equiv.sigmaFiberEquiv g)),
      fun i => (e (f i) ⟨i, rfl⟩).2.symm⟩
  · rintro ⟨τ, h⟩
    have hf : f = g ∘ ⇑τ := funext h
    have hu : (univ : Finset (Fin N)).val.map ⇑τ = univ.val :=
      congrArg Finset.val (Finset.map_univ_equiv τ)
    apply Subtype.ext
    change (univ : Finset (Fin N)).val.map f = (univ : Finset (Fin N)).val.map g
    rw [hf, ← Multiset.map_map, hu]
```

In the proof, `hc` identifies the number of particles in a level with its multiplicity, `he` supplies the matching for each level, and `Equiv.sigmaFiberEquiv` joins the matchings into one permutation.

An occupation has no repeated level exactly when \(f\) is injective.

```lean
omit [Fintype ι] [DecidableEq ι] in
private lemma nodup_iff (f : Fin N → ι) : (occupation f).1.Nodup ↔ Function.Injective f :=
  ⟨fun h i j hij => Multiset.inj_on_of_nodup_map
      (show ((univ : Finset (Fin N)).val.map f).Nodup from h) i (mem_univ i) j (mem_univ j) hij,
    fun h => Multiset.Nodup.map h univ.nodup⟩
```

The Boltzmann product depends only on the occupation.

```lean
omit [Fintype ι] [DecidableEq ι] in
private lemma weight_eq (x : ι → ℝ) (f : Fin N → ι) :
    ∏ i, x (f i) = ((occupation f).1.map x).prod := by
  change _ = (((univ : Finset (Fin N)).val.map f).map x).prod
  rw [Multiset.map_map]
  rfl
```

The central count concerns any real function \(G\) of the occupation:
\[
\sum_f\ \sum_{\sigma:\,f\circ\sigma=f}G(\mathrm{occ} f)=N!\sum_s G(s).
\]
Fix an occupation \(s\) and one assignment \(f_0\) that has it. Any other \(f\) with occupation \(s\) is \(f=f_0\circ\tau\), so
\[
f\circ\sigma=f\iff f_0\circ(\tau\sigma)=f .
\]
Hence as many permutations fix \(f\) as carry \(f_0\) to \(f\). Now sum over \(f\). Each of the \(N!\) permutations carries \(f_0\) to exactly one assignment, and that assignment again has occupation \(s\). The total for \(s\) is \(N!\,G(s)\).

```lean
/-- Summed over labelled assignments and the permutations that fix them, a function of the
occupation gives `N!` times its sum over occupations. -/
lemma sum_fixed (G : Sym ι N → ℝ) :
    ∑ f : Fin N → ι, ∑ σ : Equiv.Perm (Fin N), (if f ∘ ⇑σ = f then G (occupation f) else 0) =
      (N.factorial : ℝ) * ∑ s, G s := by
  classical
  rw [← Finset.sum_fiberwise univ (occupation (ι := ι) (N := N)), Finset.mul_sum]
  refine sum_congr rfl fun s _ => ?_
  obtain ⟨f₀, hf₀⟩ := occupation_surjective s
  -- permutations fixing `f` are as many as those carrying `f₀` to `f`
  calc _ = ∑ f : Fin N → ι with occupation f = s,
        ∑ σ : Equiv.Perm (Fin N), (if f₀ ∘ ⇑σ = f then G s else 0) := by
        refine sum_congr rfl fun f hf => ?_
        have hs : occupation f = s := (mem_filter.1 hf).2
        obtain ⟨τ, hτ⟩ := (occupation_eq_iff f f₀).1 (hs.trans hf₀.symm)
        refine Fintype.sum_equiv (Equiv.mulLeft τ) _ _ fun σ => ?_
        have h : f₀ ∘ ⇑(Equiv.mulLeft τ σ) = f ∘ ⇑σ := funext fun i => (hτ (σ i)).symm
        rw [h, hs]
    _ = ∑ f : Fin N → ι, ∑ σ : Equiv.Perm (Fin N), (if f₀ ∘ ⇑σ = f then G s else 0) := by
        refine sum_subset (filter_subset _ _) fun f _ hf => ?_
        refine sum_eq_zero fun σ _ => if_neg fun h => hf (mem_filter.2 ⟨mem_univ _, ?_⟩)
        exact ((occupation_eq_iff f f₀).2 ⟨σ, fun i => (congrFun h i).symm⟩).trans hf₀
    _ = _ := by
        rw [sum_comm]
        simp [Fintype.card_perm]
```

The `calc` block follows this argument. Its first step replaces \(\sigma\) by \(\tau\sigma\) through `Equiv.mulLeft τ`, the second extends the sum to all assignments because the added terms vanish, and the third exchanges the sums and counts permutations.

## The unsigned sum gives bosons, the signed sum fermions

Choosing the Boltzmann product for \(G\) gives
\[
\sum_\sigma W_\sigma=N!\,h_N .
\]

```lean
/-- The permutation weights add up to `N!` times the boson partition function. -/
theorem sum_permWeight (x : ι → ℝ) (N : ℕ) :
    ∑ σ : Equiv.Perm (Fin N), permWeight x σ = (N.factorial : ℝ) * bosonZ x N := by
  unfold permWeight bosonZ
  rw [sum_comm]
  refine Eq.trans ?_ (sum_fixed fun s => (s.1.map x).prod)
  refine sum_congr rfl fun f _ => sum_congr rfl fun σ _ => ?_
  rw [weight_eq]
```

For the signed sum, first write \(e_N\) over the same index set as \(h_N\). Sets of \(N\) levels correspond one to one to multisets without repetition, so \(e_N\) is the boson sum with all multiply occupied terms removed. This is the Pauli principle in the occupation picture.

```lean
/-- The fermion partition function is the boson sum restricted to occupations without a
repeated level. -/
theorem fermionZ_eq_pauli (x : ι → ℝ) (N : ℕ) :
    fermionZ x N = ∑ s : Sym ι N, if s.1.Nodup then (s.1.map x).prod else 0 := by
  rw [← sum_filter, fermionZ]
  refine sum_bij (fun s hs => (⟨s.val, (mem_powersetCard.1 hs).2⟩ : Sym ι N)) ?_ ?_ ?_ ?_
  · exact fun s _ => mem_filter.2 ⟨mem_univ _, s.nodup⟩
  · exact fun s _ t _ h => Finset.val_injective (congrArg (fun u : Sym ι N => u.1) h)
  · exact fun b hb => ⟨⟨b.1, (mem_filter.1 hb).2⟩,
      mem_powersetCard.2 ⟨subset_univ _, b.2⟩, rfl⟩
  · exact fun s _ => rfl
```

Next, exchange the sums and consider one assignment \(f\) at a time. Its contribution is \(\prod_i x_{f(i)}\) times
\[
S_f=\sum_{\sigma:\,f\circ\sigma=f}\operatorname{sgn}\sigma .
\]
If \(f\) is injective, \(f(\sigma(i))=f(i)\) forces \(\sigma(i)=i\), so only the identity remains and \(S_f=1\). If \(f(i)=f(j)\) with \(i\neq j\), let \(t\) exchange \(i\) and \(j\). Then \(f\circ t=f\), so \(\sigma\mapsto t\sigma\) maps the permutations fixing \(f\) onto themselves and reverses each sign. Thus \(S_f=-S_f=0\). Only occupations without repetition survive, and the central count gives
\[
\sum_\sigma\operatorname{sgn}(\sigma)\,W_\sigma=N!\,e_N .
\]

```lean
/-- The permutation weights, each multiplied by its sign, add up to `N!` times the fermion
partition function. -/
theorem sum_sign_permWeight (x : ι → ℝ) (N : ℕ) :
    ∑ σ : Equiv.Perm (Fin N), ((Equiv.Perm.sign σ : ℤ) : ℝ) * permWeight x σ =
      (N.factorial : ℝ) * fermionZ x N := by
  rw [fermionZ_eq_pauli]
  simp only [permWeight, Finset.mul_sum (s := (univ : Finset (Fin N → ι)))]
  rw [sum_comm]
  refine Eq.trans ?_ (sum_fixed fun s => if s.1.Nodup then (s.1.map x).prod else 0)
  refine sum_congr rfl fun f _ => ?_
  by_cases hf : Function.Injective f
  · -- only the identity fixes an injective assignment
    refine sum_congr rfl fun σ _ => ?_
    by_cases h : f ∘ ⇑σ = f
    · have h1 : σ = 1 := Equiv.ext fun i => hf (congrFun h i)
      rw [if_pos h, if_pos h, if_pos ((nodup_iff f).2 hf), weight_eq, h1]
      simp
    · rw [if_neg h, if_neg h, mul_zero]
  · -- exchanging two particles in the same level flips the sign
    have hn : ¬ (occupation f).1.Nodup := fun h => hf ((nodup_iff f).1 h)
    simp only [if_neg hn, ite_self, sum_const_zero]
    obtain ⟨i, j, hij, hne⟩ : ∃ i j, f i = f j ∧ i ≠ j := by
      simpa [Function.Injective] using hf
    have hs : ∀ k, f (Equiv.swap i j k) = f k := by
      intro k
      rw [Equiv.swap_apply_def]
      split_ifs with h1 h2
      · rw [h1]; exact hij.symm
      · rw [h2]; exact hij
      · rfl
    refine self_eq_neg.1 ?_
    rw [← sum_neg_distrib]
    refine Fintype.sum_equiv (Equiv.mulLeft (Equiv.swap i j)) _ _ fun σ => ?_
    have h1 : f ∘ ⇑(Equiv.mulLeft (Equiv.swap i j) σ) = f ∘ ⇑σ := funext fun k => hs (σ k)
    have h2 : ((Equiv.Perm.sign (Equiv.mulLeft (Equiv.swap i j) σ) : ℤ) : ℝ) =
        -((Equiv.Perm.sign σ : ℤ) : ℝ) := by
      change ((Equiv.Perm.sign (Equiv.swap i j * σ) : ℤ) : ℝ) = _
      rw [Equiv.Perm.sign_mul, Equiv.Perm.sign_swap hne]
      simp
    rw [h1, h2, neg_mul, neg_neg]
```

The two branches of `by_cases hf` are these two cases. In the second, `self_eq_neg` turns \(S=-S\) into \(S=0\), where \(S\) includes the Boltzmann product. Neither this identity nor the bosonic one needs positive weights.

## Ratio, bounds and positivity

From here on all \(x_i>0\), as holds for finite energies at non-zero temperature. Every occupation then has a positive Boltzmann product.

```lean
omit [Fintype ι] [DecidableEq ι] in
private lemma weight_pos {x : ι → ℝ} (hx : ∀ i, 0 < x i) (s : Sym ι N) :
    0 < (s.1.map x).prod := by
  obtain ⟨f, rfl⟩ := occupation_surjective s
  rw [← weight_eq]
  exact prod_pos fun i _ => hx (f i)
```

If there is at least one level, all \(N\) particles can occupy it, so \(h_N\) is a non-empty sum of positive terms and \(h_N>0\).

```lean
/-- With at least one level and positive Boltzmann weights, the boson partition function is
positive. -/
theorem bosonZ_pos [Nonempty ι] {x : ι → ℝ} (hx : ∀ i, 0 < x i) (N : ℕ) : 0 < bosonZ x N :=
  sum_pos (fun s _ => weight_pos hx s)
    ⟨occupation fun _ => Classical.arbitrary ι, mem_univ _⟩
```

Dividing the signed by the unsigned sum cancels \(N!\):
\[
\langle\operatorname{sgn}\rangle=\frac{N!\,e_N}{N!\,h_N}=\frac{e_N}{h_N}.
\]
The numerator is a sum of positive products, possibly empty, so the ratio is non-negative. It is at most 1 because every term of \(e_N\) is also a term of \(h_N\), and all terms of \(h_N\) are positive.

```lean
/-- With at least one level and positive Boltzmann weights, the average sign is the ratio of the
fermion to the boson partition function, and it lies between 0 and 1. -/
theorem averageSign_eq_ratio_and_bounds [Nonempty ι] {x : ι → ℝ} (hx : ∀ i, 0 < x i) (N : ℕ) :
    averageSign x N = fermionZ x N / bosonZ x N ∧
      0 ≤ averageSign x N ∧ averageSign x N ≤ 1 := by
  have h : averageSign x N = fermionZ x N / bosonZ x N := by
    rw [averageSign, sum_sign_permWeight, sum_permWeight]
    exact mul_div_mul_left _ _ (Nat.cast_ne_zero.2 N.factorial_ne_zero)
  have hB := bosonZ_pos hx N
  refine ⟨h, ?_, ?_⟩
  · rw [h]
    exact div_nonneg (sum_nonneg fun s _ => prod_nonneg fun i _ => (hx i).le) hB.le
  · rw [h, div_le_one hB, fermionZ_eq_pauli, bosonZ]
    refine sum_le_sum fun s _ => ?_
    split_ifs
    · exact le_rfl
    · exact (weight_pos hx s).le
```

The theorem makes three statements for every \(N\), including \(N=0\), where both partition functions and the average sign equal 1. The hypothesis `hx` is positivity of all weights, and `[Nonempty ι]` provides a level. The upper bound is proved term by term with `sum_le_sum`.

Finally, since \(h_N>0\), the average sign is positive exactly when \(e_N>0\). With more particles than levels there is no set of \(N\) distinct levels, so \(e_N=0\). Otherwise at least one such set exists and contributes a positive product.

```lean
/-- With at least one level and positive Boltzmann weights, the average sign is positive exactly
when there are at least as many levels as particles. -/
theorem averageSign_pos_iff [Nonempty ι] {x : ι → ℝ} (hx : ∀ i, 0 < x i) (N : ℕ) :
    0 < averageSign x N ↔ N ≤ Fintype.card ι := by
  rw [(averageSign_eq_ratio_and_bounds hx N).1, div_pos_iff_of_pos_right (bosonZ_pos hx N)]
  constructor
  · intro h
    by_contra hN
    refine h.ne' (sum_eq_zero fun s hs => absurd (card_le_univ s) ?_)
    rw [(mem_powersetCard.1 hs).2]
    exact hN
  · intro h
    obtain ⟨t, ht, hc⟩ := exists_subset_card_eq (s := (univ : Finset ι)) (n := N) h
    exact sum_pos (fun s _ => prod_pos fun i _ => hx i) ⟨t, mem_powersetCard.2 ⟨ht, hc⟩⟩

end

end IdealFermionSign
```

If a code, with the interaction switched off, samples the permutations of all \(N\) particles with probabilities proportional to \(W_\sigma\), then \(e_N/h_N\) for the same levels and temperature is an exact reference value for its average sign. The theorems do not treat interacting electrons, an infinite set of levels, or how the average sign varies with \(N\) or with temperature.

## Two levels with a weight that is not positive

Positivity matters already for two particles in two levels, where
\[
e_2=x_1x_2,\qquad h_2=x_1^2+x_1x_2+x_2^2 .
\]
With \(x_1=1\) and \(x_2=-1\), one finds \(e_2=-1\) and \(h_2=1\). The average sign is \(-1\), and the lower bound fails. With \(x_1=1\) and \(x_2=0\), the bounds survive but the average sign is 0 although there are as many levels as particles, so the positivity criterion fails. These are algebraic examples: neither \(-1\) nor \(0\) is the Boltzmann weight of a level with finite energy at non-zero temperature.

If there are no levels and \(N\ge 1\), all permutation weights vanish and the average has no physical meaning.

```lean
#print axioms IdealFermionSign.averageSign_eq_ratio_and_bounds
#print axioms IdealFermionSign.averageSign_pos_iff
```

```
'IdealFermionSign.averageSign_eq_ratio_and_bounds' depends on axioms: [propext, Classical.choice, Quot.sound]
'IdealFermionSign.averageSign_pos_iff' depends on axioms: [propext, Classical.choice, Quot.sound]
```
